# Integrating all plane waves with $|R_i|\le M$ exactly in $d$ dimensions takes at least $(M+1)^d$ k-points

Without a lower bound on the number of k-points, the search for a set smaller than the uniform grid has no natural end: after every failure, other positions or weights might still succeed. The task is to average a function of $k$ with the periodicity of the reciprocal lattice over the Brillouin zone by a weighted sum over $n$ points. In a band-structure calculation that makes no use of symmetry, each distinct point typically costs a diagonalisation, and the bound below rules out any saving over the uniform grid with $M+1$ points per axis when the sum must be exact separately for every $e^{2\pi iR\cdot k}$ with integer components $|R_i|\le M$ and $k$ in fractional coordinates. These plane waves are functions of $k$, the Fourier components of the integrand, and not the basis functions in which orbitals are expanded.

## The rank bound and the grid that attains it

Let $k_j\in\mathbb R^d$ be the nodes, in fractional reciprocal coordinates, and $w_j\in\mathbb C$ their weights. The zone average of $e^{2\pi i R\cdot k}$ is 1 for $R=0$ and 0 for every other integer vector $R$. Suppose that

$$\sum_{j=1}^n w_j e^{2\pi i R\cdot k_j}=\delta_{R,0}\qquad\text{whenever all } |R_i|\le M .$$

Take $R,S\in A=\{0,\dots,M\}^d$. Every component of $R-S$ lies between $-M$ and $M$, so the condition applies to $R-S$. With $P_{Rj}=w_je^{2\pi iR\cdot k_j}$ and $Q_{jS}=e^{-2\pi iS\cdot k_j}$ it reads

$$(PQ)_{RS}=\sum_j w_je^{2\pi i(R-S)\cdot k_j}=\delta_{RS}.$$

Thus $PQ$ is the identity matrix of size $(M+1)^d$. Its rank is at most that of $P$, which has $n$ columns, so $(M+1)^d\le n$.

The uniform grid reaches this number. Let its points have components $(j_i+s_i)/(M+1)$ with $j_i=0,\dots,M$ and any real shift $s$, and let all weights be $(M+1)^{-d}$. The sum over the grid is a product over axes of

$$\sum_{m=0}^{M}e^{2\pi i r(m+s)/(M+1)}=e^{2\pi i rs/(M+1)}\sum_{m=0}^{M}z^m,\qquad z=e^{2\pi i r/(M+1)},$$

where $r$ and $s$ now stand for the components of $R$ and of the shift along one axis. For $r=0$ this is $M+1$. For $0<|r|\le M$, $r/(M+1)$ is not an integer, so $z\ne1$, while $(z-1)\sum_m z^m=z^{M+1}-1=0$; the sum vanishes. The product is therefore $(M+1)^d$ for $R=0$ and zero otherwise, and the weights normalise it.

In the smallest case, $M=0$, only the constant has to be integrated, and one point anywhere with weight 1 suffices.

Exactness for the constant and for $\cos 2\pi k$ alone does not force two nodes when $d=M=1$: the single point $k=1/4$ with weight 1 gives 1 and $\cos(\pi/2)=0$. It fails for the plane wave itself, whose value there is $i$. Calculations that use crystal or time-reversal symmetry need only such symmetric combinations, and to them the bound does not carry over in general.

## Plane waves and exactness in Lean

```lean
import Mathlib

open scoped Real

namespace MinimumKPoints

noncomputable section
```

The name `phase` denotes the whole complex exponential, not its angle. The integer vector `R` holds the components of a lattice vector in the primitive basis, and the factor $2\pi$ is written explicitly.

```lean
/-- The plane wave `exp (2πi R·k)` of the lattice vector `R` at the point `k`, given in
fractional reciprocal coordinates. -/
def phase {d : ℕ} (R : Fin d → ℤ) (k : Fin d → ℝ) : ℂ :=
  Complex.exp (2 * π * Complex.I * ∑ i, (R i : ℂ) * (k i : ℂ))
```

The finite type `ι` labels the nodes. Coinciding nodes are counted separately, and weights may be negative, complex or zero.

```lean
/-- The nodes `k` with weights `w` integrate the plane wave of `R` exactly: the weighted sum
is `1` for `R = 0` and `0` otherwise. -/
def ExactAt {d : ℕ} {ι : Type*} [Fintype ι] (k : ι → Fin d → ℝ) (w : ι → ℂ)
    (R : Fin d → ℤ) : Prop :=
  ∑ j, w j * phase R (k j) = if R = 0 then 1 else 0
```

## The identity matrix factored through the nodes

The exponential of a sum gives the factorisation used in $PQ$.

```lean
/-- The plane wave of a difference of lattice vectors is a product of two plane waves. -/
theorem phase_sub {d : ℕ} (R S : Fin d → ℤ) (k : Fin d → ℝ) :
    phase (R - S) k = phase R k * phase (-S) k := by
  unfold phase
  rw [← Complex.exp_add, ← mul_add, ← Finset.sum_add_distrib]
  congr 1
  congr 1
  refine Finset.sum_congr rfl fun i _ => ?_
  simp only [Pi.sub_apply, Pi.neg_apply]
  push_cast
  ring
```

The next theorem holds for any finite set `A` of lattice vectors. The entries of `P * Q` are computed with `phase_sub`; the cases `R = S` and `R ≠ S` give the identity matrix, and the `calc` chain compares ranks.

```lean
/-- If a k-point set is exact for all differences of lattice vectors in a finite set `A`,
then it has at least as many nodes as `A` has elements. -/
theorem card_le_of_exact_differences {d : ℕ} {ι : Type*} [Fintype ι]
    (A : Finset (Fin d → ℤ)) (k : ι → Fin d → ℝ) (w : ι → ℂ)
    (h : ∀ R ∈ A, ∀ S ∈ A, ExactAt k w (R - S)) : A.card ≤ Fintype.card ι := by
  classical
  let P : Matrix A ι ℂ := Matrix.of fun R j => w j * phase R.1 (k j)
  let Q : Matrix ι A ℂ := Matrix.of fun j S => phase (-S.1) (k j)
  -- exactness says that the identity matrix on `A` factors through the nodes
  have hPQ : P * Q = 1 := by
    ext R S
    have hRS := h R.1 R.2 S.1 S.2
    unfold ExactAt at hRS
    have hsum : ∑ j, P R j * Q j S = ∑ j, w j * phase (R.1 - S.1) (k j) := by
      refine Finset.sum_congr rfl fun j _ => ?_
      show w j * phase R.1 (k j) * phase (-S.1) (k j) = _
      rw [phase_sub, mul_assoc]
    rw [Matrix.mul_apply, hsum, hRS, Matrix.one_apply]
    by_cases he : R = S
    · simp [he]
    · have hne : R.1 - S.1 ≠ 0 := fun h0 => he (Subtype.ext (sub_eq_zero.mp h0))
      rw [if_neg hne, if_neg he]
  -- compare ranks
  calc A.card = (1 : Matrix A A ℂ).rank := by rw [Matrix.rank_one, Fintype.card_coe]
    _ = (P * Q).rank := by rw [hPQ]
    _ ≤ P.rank := Matrix.rank_mul_le_left P Q
    _ ≤ Fintype.card ι := Matrix.rank_le_card_width P
```

Choosing the box $\{0,\dots,M\}^d$ for `A` gives the bound. The proof checks that differences stay within $\pm M$ and counts the box.

```lean
/-- A k-point set with complex weights that integrates exactly every plane wave with
`|R i| ≤ M` along each of the `d` axes has at least `(M + 1) ^ d` nodes. -/
theorem minimum_number_of_kpoints {d : ℕ} {ι : Type*} [Fintype ι] (M : ℕ)
    (k : ι → Fin d → ℝ) (w : ι → ℂ)
    (h : ∀ R : Fin d → ℤ, (∀ i, |R i| ≤ (M : ℤ)) → ExactAt k w R) :
    (M + 1) ^ d ≤ Fintype.card ι := by
  -- the differences of vectors in the box `{0, …, M}^d` obey the bound
  have hA := card_le_of_exact_differences
    (Fintype.piFinset fun _ : Fin d => Finset.Icc (0 : ℤ) (M : ℤ)) k w (by
      intro R hR S hS
      apply h
      intro i
      obtain ⟨h1, h2⟩ := Finset.mem_Icc.mp (Fintype.mem_piFinset.mp hR i)
      obtain ⟨h3, h4⟩ := Finset.mem_Icc.mp (Fintype.mem_piFinset.mp hS i)
      rw [Pi.sub_apply, abs_le]
      constructor <;> linarith)
  have hc : (Finset.Icc (0 : ℤ) (M : ℤ)).card = M + 1 := by
    rw [Int.card_Icc]
    omega
  simpa only [Fintype.card_piFinset, Finset.prod_const, hc, Finset.card_univ,
    Fintype.card_fin] using hA
```

## Exactness of the shifted uniform grid

The shift `s` is measured in grid spacings.

```lean
/-- The uniform grid with `M + 1` points along each axis, shifted by `s` in units of the
grid spacing. -/
def gridNode {d : ℕ} (M : ℕ) (s : Fin d → ℝ) (j : Fin d → Fin (M + 1)) : Fin d → ℝ :=
  fun i => (((j i : ℕ) : ℝ) + s i) / ((M : ℝ) + 1)
```

In `axis_sum`, $z=1$ would make $r$ an integer multiple of $M+1$, which the three sign cases for that integer exclude. Then `geom_sum_mul` supplies the geometric sum, and the shift is restored as a common factor.

```lean
/-- Along one axis, the sum of a plane wave with `|r| ≤ M` over the `M + 1` points
`(m + s) / (M + 1)`, `m = 0, …, M`, is `M + 1` for `r = 0` and vanishes otherwise. -/
theorem axis_sum (M : ℕ) (r : ℤ) (s : ℝ) (hr : |r| ≤ (M : ℤ)) :
    ∑ m : Fin (M + 1), Complex.exp (2 * π * Complex.I *
      ((r : ℂ) * (((((m : ℕ) : ℝ) + s) / ((M : ℝ) + 1) : ℝ) : ℂ))) =
      if r = 0 then (M : ℂ) + 1 else 0 := by
  have hM : (M : ℂ) + 1 ≠ 0 := by exact_mod_cast Nat.succ_ne_zero M
  split_ifs with h0
  · subst h0
    simp
  · -- the ratio of successive terms is a root of unity different from one
    have hz1 : Complex.exp (2 * π * Complex.I * ((r : ℂ) / ((M : ℂ) + 1))) ≠ 1 := by
      intro h1
      obtain ⟨n, hn⟩ := Complex.exp_eq_one_iff.mp h1
      have h2 : (r : ℂ) / ((M : ℂ) + 1) = n :=
        mul_left_cancel₀ Complex.two_pi_I_ne_zero (by linear_combination hn)
      rw [div_eq_iff hM] at h2
      have h3 : r = n * ((M : ℤ) + 1) := by exact_mod_cast h2
      obtain ⟨hl, hu⟩ := abs_le.mp hr
      have hM0 : (0 : ℤ) ≤ (M : ℤ) + 1 := by omega
      rcases lt_trichotomy n 0 with hn0 | hn0 | hn0
      · have h4 : 0 ≤ -n - 1 := by omega
        nlinarith [mul_nonneg h4 hM0]
      · exact h0 (by rw [h3, hn0, zero_mul])
      · have h4 : 0 ≤ n - 1 := by omega
        nlinarith [mul_nonneg h4 hM0]
    have hzM : Complex.exp (2 * π * Complex.I * ((r : ℂ) / ((M : ℂ) + 1))) ^ (M + 1) = 1 := by
      rw [← Complex.exp_nat_mul]
      refine Complex.exp_eq_one_iff.mpr ⟨r, ?_⟩
      have h3 : (r : ℂ) / ((M : ℂ) + 1) * ((M : ℂ) + 1) = r := div_mul_cancel₀ _ hM
      push_cast
      linear_combination (2 * π * Complex.I) * h3
    have hg := geom_sum_mul
      (Complex.exp (2 * π * Complex.I * ((r : ℂ) / ((M : ℂ) + 1)))) (M + 1)
    rw [hzM, sub_self] at hg
    have hg0 := (mul_eq_zero.mp hg).resolve_right (sub_ne_zero.mpr hz1)
    rw [← Fin.sum_univ_eq_sum_range] at hg0
    -- the shift only contributes a common phase factor
    rw [← mul_zero (Complex.exp (2 * π * Complex.I * ((r : ℂ) * s / ((M : ℂ) + 1)))),
      ← hg0, Finset.mul_sum]
    refine Finset.sum_congr rfl fun m _ => ?_
    rw [← Complex.exp_nat_mul, ← Complex.exp_add]
    congr 1
    push_cast
    ring
```

`Finset.prod_univ_sum` turns the product of axis sums into the sum over the grid. If `R ≠ 0`, one nonzero component makes the product vanish.

```lean
/-- The uniform grid with `M + 1` points per axis, any shift and all weights equal to
`1 / (M + 1) ^ d` integrates exactly every plane wave with `|R i| ≤ M` along each axis. -/
theorem grid_exact {d : ℕ} (M : ℕ) (s : Fin d → ℝ) (R : Fin d → ℤ)
    (hR : ∀ i, |R i| ≤ (M : ℤ)) :
    ExactAt (gridNode M s) (fun _ => 1 / ((M : ℂ) + 1) ^ d) R := by
  have hM : (M : ℂ) + 1 ≠ 0 := by exact_mod_cast Nat.succ_ne_zero M
  -- the lattice sum factorises into one sum per axis
  have hprod : ∑ j : Fin d → Fin (M + 1), phase R (gridNode M s j) =
      ∏ i, (if R i = 0 then (M : ℂ) + 1 else 0) := by
    rw [← Finset.prod_congr rfl fun i _ => axis_sum M (R i) (s i) (hR i),
      Finset.prod_univ_sum, Fintype.piFinset_univ]
    refine Finset.sum_congr rfl fun j _ => ?_
    unfold phase gridNode
    rw [Finset.mul_sum, Complex.exp_sum]
  unfold ExactAt
  rw [← Finset.mul_sum, hprod]
  by_cases h0 : R = 0
  · have hp : ∏ i, (if R i = 0 then (M : ℂ) + 1 else 0) = ((M : ℂ) + 1) ^ d := by
      simp [h0]
    rw [if_pos h0, hp]
    exact one_div_mul_cancel (pow_ne_zero d hM)
  · obtain ⟨i, hi⟩ := Function.ne_iff.mp h0
    have hi' : R i ≠ 0 := hi
    have hp : ∏ i, (if R i = 0 then (M : ℂ) + 1 else 0) = 0 :=
      Finset.prod_eq_zero (Finset.mem_univ i) (if_neg hi')
    rw [if_neg h0, hp, mul_zero]
```

## The minimum number of nodes

`IsLeast` demands that $(M+1)^d$ nodes can be exact and that no smaller number can. The first part numbers the points of the unshifted grid through `finFunctionFinEquiv`; the second is the rank bound.

```lean
/-- The least number of nodes with which some choice of k-points and complex weights
integrates exactly all plane waves with `|R i| ≤ M` is `(M + 1) ^ d`. -/
theorem isLeast_number_of_kpoints (d M : ℕ) :
    IsLeast {n : ℕ | ∃ (k : Fin n → Fin d → ℝ) (w : Fin n → ℂ),
      ∀ R : Fin d → ℤ, (∀ i, |R i| ≤ (M : ℤ)) → ExactAt k w R} ((M + 1) ^ d) := by
  constructor
  · -- number the points of the unshifted uniform grid
    let e : Fin ((M + 1) ^ d) ≃ (Fin d → Fin (M + 1)) := finFunctionFinEquiv.symm
    refine ⟨fun a => gridNode M 0 (e a), fun _ => 1 / ((M : ℂ) + 1) ^ d, fun R hR => ?_⟩
    exact (Equiv.sum_comp e
      (fun j => 1 / ((M : ℂ) + 1) ^ d * phase R (gridNode M 0 j))).trans
      (grid_exact M 0 R hR)
  · rintro n ⟨k, w, h⟩
    simpa only [Fintype.card_fin] using minimum_number_of_kpoints M k w h

end

end MinimumKPoints
```

```lean
#print axioms MinimumKPoints.isLeast_number_of_kpoints
```

```
'MinimumKPoints.isLeast_number_of_kpoints' depends on axioms: [propext, Classical.choice, Quot.sound]
```
